# The free-particle Foldy–Wouthuysen energy through order $1/m^5$ errs by at most $5p^8/(128m^7)$ for positive mass

In units with $c=1$, a free particle of mass $m$ and momentum $p$ has the energy $\sqrt{m^2+p^2}$. If the expansion of this energy in powers of $p/m$ is cut off, the first omitted term is the usual estimate of the error. For $|p|>m$ the series diverges, so its convergence cannot justify that estimate. For a free particle of mass $m>0$ and the expansion cut off after its $p^6$ term, the estimate is nevertheless a true bound at every real momentum $p$, and the energy truncated there never lies below the exact one.

```lean
import Mathlib

open Matrix Filter Topology

namespace FoldyWouthuysenSixthOrder

noncomputable section
```

In units with $c=1$, the exact energy is $E=\sqrt{m^2+p^2}$. Both arguments of `freeEnergy` are real numbers, and $p$ may have either sign.

```lean
/-- The relativistic energy of a free particle of mass `m` and momentum `p`, with `c = 1`. -/
def freeEnergy (m p : ℝ) : ℝ := √(m ^ 2 + p ^ 2)
```

The kinetic energy is $K=E-m$.

```lean
/-- The kinetic energy: the free energy minus the rest energy. -/
def kineticEnergy (m p : ℝ) : ℝ := freeEnergy m p - m
```

The truncated energy is
$$E_{\rm FW}=m+\frac{p^2}{2m}-\frac{p^4}{8m^3}+\frac{p^6}{16m^5}.$$
The code takes this polynomial as a definition and does not construct the Foldy–Wouthuysen unitary transformation. The $p^4$ term is the mass–velocity correction of relativistic electronic structure theory, treated here without any potential.

```lean
/-- The free Foldy-Wouthuysen energy truncated at order `1/m^5`, for `m ≠ 0`. -/
def fwEnergy (m p : ℝ) : ℝ :=
  m + p ^ 2 / (2 * m) - p ^ 4 / (8 * m ^ 3) + p ^ 6 / (16 * m ^ 5)
```

## Trading momentum for kinetic energy

Since $K+2m=E+m$, we have $K(K+2m)=(E-m)(E+m)=E^2-m^2=p^2$. In Lean, `linear_combination` obtains this from the squared square root.

```lean
/-- The mass-shell relation written with the kinetic energy `K`: `K (K + 2m) = p^2`. -/
theorem kinetic_relation (m p : ℝ) :
    kineticEnergy m p * (kineticEnergy m p + 2 * m) = p ^ 2 := by
  have h : freeEnergy m p ^ 2 = m ^ 2 + p ^ 2 := Real.sq_sqrt (by positivity)
  unfold kineticEnergy
  linear_combination h
```

Also $E\ge|m|\ge m$, so $K\ge0$.

```lean
/-- The kinetic energy is never negative. -/
theorem kinetic_nonneg (m p : ℝ) : 0 ≤ kineticEnergy m p := by
  have h : |m| ≤ √(m ^ 2 + p ^ 2) := Real.abs_le_sqrt (by nlinarith [sq_nonneg p])
  have h' := le_abs_self m
  unfold kineticEnergy freeEnergy
  linarith
```

If $p\ne0$, then $K=0$ would give $p^2=0$ in the mass-shell relation, a contradiction. Hence $K>0$.

```lean
/-- A particle with nonzero momentum has positive kinetic energy. -/
theorem kinetic_pos (m : ℝ) {p : ℝ} (hp : p ≠ 0) : 0 < kineticEnergy m p := by
  refine lt_of_le_of_ne (kinetic_nonneg m p) fun h => ?_
  have hr := kinetic_relation m p
  rw [← h, zero_mul] at hr
  exact pow_ne_zero 2 hp hr.symm
```

Now substitute $p^2=K(K+2m)$ and $E=K+m$, and multiply the error by $16m^5$:
$$8m^4K(K+2m)-2m^2K^2(K+2m)^2+K^3(K+2m)^3-16m^5K.$$
The terms in $K$, $K^2$ and $K^3$ cancel, which leaves
$$E_{\rm FW}-E=\frac{K^4(10m^2+6mK+K^2)}{16m^5}.$$
The rewrites make the same substitution; `field_simp` clears the denominators and `ring` compares the polynomials. This identity needs only $m\ne0$.

```lean
/-- For `m ≠ 0` the truncation error is exactly `K^4 (10 m^2 + 6 m K + K^2) / (16 m^5)`,
where `K` is the kinetic energy. -/
theorem fw_error_eq {m : ℝ} (hm : m ≠ 0) (p : ℝ) :
    fwEnergy m p - freeEnergy m p =
      kineticEnergy m p ^ 4 * (10 * m ^ 2 + 6 * m * kineticEnergy m p + kineticEnergy m p ^ 2)
        / (16 * m ^ 5) := by
  have hE : freeEnergy m p = kineticEnergy m p + m := by unfold kineticEnergy; ring
  unfold fwEnergy
  -- eliminate the momentum in favour of the kinetic energy
  rw [show p ^ 4 = (p ^ 2) ^ 2 by ring, show p ^ 6 = (p ^ 2) ^ 3 by ring,
    ← kinetic_relation m p, hE]
  field_simp
  ring
```

With $p^8=K^4(K+2m)^4$, the distance from the error to the proposed bound has the numerator
$$5K^4(K+2m)^4-8m^2K^4(10m^2+6mK+K^2)$$
over $128m^7$. The $m^4K^4$ terms cancel, and the numerator becomes $K^5(112m^3+112m^2K+40mK^2+5K^3)$.

```lean
/-- For `m ≠ 0`, the amount by which `5 p^8 / (128 m^7)` exceeds the truncation error,
as a polynomial in the kinetic energy divided by `128 m^7`. -/
theorem fw_bound_gap {m : ℝ} (hm : m ≠ 0) (p : ℝ) :
    5 * p ^ 8 / (128 * m ^ 7) - (fwEnergy m p - freeEnergy m p) =
      kineticEnergy m p ^ 5 * (112 * m ^ 3 + 112 * m ^ 2 * kineticEnergy m p
        + 40 * m * kineticEnergy m p ^ 2 + 5 * kineticEnergy m p ^ 3) / (128 * m ^ 7) := by
  rw [fw_error_eq hm, show p ^ 8 = (p ^ 2) ^ 4 by ring, ← kinetic_relation m p]
  field_simp
  ring
```

## The bound and its best constant

For $m>0$ and $K\ge0$, every term in both numerators is nonnegative, so
$$0\le E_{\rm FW}-E\le\frac{5p^8}{128m^7}.$$
`positivity` carries out this sign check. Assuming only $m\neq0$ is not enough: at $m=-1$, $p=0$ the error is $-1-1=-2$, which violates the lower bound.

```lean
/-- For positive mass and every real momentum, the Foldy-Wouthuysen energy truncated at order
`1/m^5` is at least the free energy and exceeds it by at most `5 p^8 / (128 m^7)`. -/
theorem fw_error_bound {m : ℝ} (hm : 0 < m) (p : ℝ) :
    0 ≤ fwEnergy m p - freeEnergy m p ∧
      fwEnergy m p - freeEnergy m p ≤ 5 * p ^ 8 / (128 * m ^ 7) := by
  have hK := kinetic_nonneg m p
  constructor
  · rw [fw_error_eq hm.ne']
    positivity
  · rw [← sub_nonneg, fw_bound_gap hm.ne']
    positivity
```

For $p\ne0$ we have $K>0$, and both inequalities become strict. At $p=0$ the error and the bound are both zero.

```lean
/-- For positive mass and nonzero momentum both error bounds are strict. -/
theorem fw_error_bound_strict {m p : ℝ} (hm : 0 < m) (hp : p ≠ 0) :
    0 < fwEnergy m p - freeEnergy m p ∧
      fwEnergy m p - freeEnergy m p < 5 * p ^ 8 / (128 * m ^ 7) := by
  have hK := kinetic_pos m hp
  constructor
  · rw [fw_error_eq hm.ne']
    positivity
  · rw [← sub_pos, fw_bound_gap hm.ne']
    positivity
```

For $p\neq0$, dividing the error by $p^8$ gives
$$\frac{E_{\rm FW}-E}{p^8}=\frac{10m^2+6mK+K^2}{16m^5(K+2m)^4}\longrightarrow\frac{5}{128m^7}\qquad(p\to0),$$
because $K\to0$. A constant smaller than $5/128$ would therefore fail at small momentum. The filter `𝓝[≠] 0` expresses the approach through nonzero $p$; the proof composes the continuity of the right-hand side in $K$ with the limit of $K$.

```lean
/-- For positive mass, the truncation error divided by `p^8` tends to `5 / (128 m^7)` as the
momentum tends to zero through nonzero values. -/
theorem fw_error_sharp {m : ℝ} (hm : 0 < m) :
    Tendsto (fun p => (fwEnergy m p - freeEnergy m p) / p ^ 8) (𝓝[≠] 0)
      (𝓝 (5 / (128 * m ^ 7))) := by
  have hc : Continuous (fun p => kineticEnergy m p) := by
    simp only [kineticEnergy, freeEnergy]
    fun_prop
  have h0 : kineticEnergy m 0 = 0 := by
    simp [kineticEnergy, freeEnergy, Real.sqrt_sq hm.le]
  have hKt : Tendsto (fun p => kineticEnergy m p) (𝓝[≠] 0) (𝓝 0) := by
    have h := hc.tendsto 0
    rw [h0] at h
    exact h.mono_left nhdsWithin_le_nhds
  -- the ratio is a continuous function of the kinetic energy
  have hF : ContinuousAt (fun K : ℝ =>
      (10 * m ^ 2 + 6 * m * K + K ^ 2) / (16 * m ^ 5 * (K + 2 * m) ^ 4)) 0 :=
    ContinuousAt.div (by fun_prop) (by fun_prop) (by simp [hm.ne'])
  have hlim : (10 * m ^ 2 + 6 * m * 0 + 0 ^ 2) / (16 * m ^ 5 * (0 + 2 * m) ^ 4)
      = 5 / (128 * m ^ 7) := by
    rw [div_eq_div_iff (by positivity) (by positivity)]
    ring
  rw [← hlim]
  refine (hF.tendsto.comp hKt).congr' ?_
  filter_upwards [self_mem_nhdsWithin] with p hp
  have hK := kinetic_pos m (show p ≠ 0 from hp)
  simp only [Function.comp_apply]
  rw [fw_error_eq hm.ne', show p ^ 8 = (p ^ 2) ^ 4 by ring, ← kinetic_relation m p,
    div_div, div_eq_div_iff (by positivity) (by positivity)]
  ring
```

## Positive energies of the Dirac Hamiltonian

For momentum $(x,y,z)$, the matrix below is $\boldsymbol\alpha\cdot\mathbf p+\beta m$ in the standard representation. It acts on four-component spinors at one fixed momentum.

```lean
/-- The free Dirac Hamiltonian `α·p + β m` at momentum `(x, y, z)`, in the standard
representation. -/
def diracHamiltonian (m x y z : ℝ) : Matrix (Fin 4) (Fin 4) ℂ :=
  !![(m : ℂ), 0, z, x - Complex.I * y;
     0, m, x + Complex.I * y, -z;
     z, x - Complex.I * y, -m, 0;
     x + Complex.I * y, -z, 0, -m]
```

The four Dirac matrices anticommute with one another and each squares to the identity, so $H^2=(m^2+|\mathbf p|^2)\,1$. Lean checks the sixteen entries separately, using $i^2=-1$ where needed.

```lean
/-- The free Dirac Hamiltonian squares to `m^2 + |p|^2` times the identity. -/
theorem dirac_sq (m x y z : ℝ) :
    diracHamiltonian m x y z * diracHamiltonian m x y z =
      ((m ^ 2 + (x ^ 2 + y ^ 2 + z ^ 2) : ℝ) : ℂ) • (1 : Matrix (Fin 4) (Fin 4) ℂ) := by
  ext i j
  fin_cases i <;> fin_cases j <;>
    simp [diracHamiltonian, Matrix.mul_apply, Fin.sum_univ_four] <;>
    first
      | ring1
      | linear_combination (-(y : ℂ) ^ 2) * Complex.I_sq
```

If $H\psi=E\psi$ with $\psi\ne0$, applying $H$ again gives $(m^2+|\mathbf p|^2)\psi=E^2\psi$. Cancelling a nonzero component of $\psi$ gives $E^2=m^2+|\mathbf p|^2$, and $E>0$ selects the positive root. The bound then applies with $p=|\mathbf p|$, written in Lean as `√(x ^ 2 + y ^ 2 + z ^ 2)`. Without the sign condition it fails: for $m=1$ and $\mathbf p=0$, the eigenvalue $-1$ gives a difference of $2$ where the bound is $0$.

```lean
/-- Every positive eigenvalue `E` of the free Dirac Hamiltonian with positive mass is at most the
truncated Foldy-Wouthuysen energy at momentum `|p|`, and the difference is at most
`5 |p|^8 / (128 m^7)`. -/
theorem dirac_eigenvalue_bound {m x y z E : ℝ} (hm : 0 < m) (hE : 0 < E)
    {ψ : Fin 4 → ℂ} (hψ : ψ ≠ 0) (h : diracHamiltonian m x y z *ᵥ ψ = (E : ℂ) • ψ) :
    0 ≤ fwEnergy m √(x ^ 2 + y ^ 2 + z ^ 2) - E ∧
      fwEnergy m √(x ^ 2 + y ^ 2 + z ^ 2) - E ≤
        5 * √(x ^ 2 + y ^ 2 + z ^ 2) ^ 8 / (128 * m ^ 7) := by
  -- apply the Hamiltonian twice to the eigenvector
  have h2 : ((m ^ 2 + (x ^ 2 + y ^ 2 + z ^ 2) : ℝ) : ℂ) • ψ = (E : ℂ) • (E : ℂ) • ψ := by
    calc _ = (diracHamiltonian m x y z * diracHamiltonian m x y z) *ᵥ ψ := by
          rw [dirac_sq, Matrix.smul_mulVec, Matrix.one_mulVec]
      _ = _ := by rw [← Matrix.mulVec_mulVec, h, Matrix.mulVec_smul, h]
  obtain ⟨i, hi⟩ := Function.ne_iff.mp hψ
  have h3 := congrFun h2 i
  simp only [Pi.smul_apply, smul_eq_mul] at h3
  have h4 := mul_right_cancel₀ (show ψ i ≠ 0 from hi) (h3.trans (mul_assoc _ _ _).symm)
  have h5 : m ^ 2 + (x ^ 2 + y ^ 2 + z ^ 2) = E * E := by exact_mod_cast h4
  have h6 : freeEnergy m √(x ^ 2 + y ^ 2 + z ^ 2) = E := by
    unfold freeEnergy
    rw [Real.sq_sqrt (by positivity), h5, Real.sqrt_mul_self hE.le]
  have hb := fw_error_bound hm √(x ^ 2 + y ^ 2 + z ^ 2)
  rwa [h6] at hb
```

Such an eigenvalue occurs at every momentum. Take $\psi=(E+m,0,z,x+iy)$ with $E=\sqrt{m^2+|\mathbf p|^2}$. The first component of $H\psi$ is
$$m(E+m)+|\mathbf p|^2=m(E+m)+E^2-m^2=E(E+m),$$
the second vanishes, and the last two are $Ez$ and $E(x+iy)$. The spinor is nonzero because $E+m>0$. The code leaves it unnormalised; dividing by $\sqrt{2E(E+m)}$ gives unit norm.

```lean
/-- For positive mass, the spinor `(E + m, 0, z, x + i y)` is a nonzero eigenvector of the free
Dirac Hamiltonian, with the free energy `E` at momentum `|p|` as eigenvalue. -/
theorem dirac_eigenvalue_witness {m : ℝ} (hm : 0 < m) (x y z : ℝ) :
    let E := freeEnergy m √(x ^ 2 + y ^ 2 + z ^ 2)
    let ψ : Fin 4 → ℂ := ![((E + m : ℝ) : ℂ), 0, z, x + Complex.I * y]
    ψ ≠ 0 ∧ diracHamiltonian m x y z *ᵥ ψ = (E : ℂ) • ψ := by
  intro E ψ
  have hE0 : 0 ≤ E := Real.sqrt_nonneg _
  have hE : E ^ 2 = m ^ 2 + (x ^ 2 + y ^ 2 + z ^ 2) := by
    simp only [E, freeEnergy]
    rw [Real.sq_sqrt (by positivity), Real.sq_sqrt (by positivity)]
  have hEc : (E : ℂ) ^ 2 = (m : ℂ) ^ 2 + ((x : ℂ) ^ 2 + (y : ℂ) ^ 2 + (z : ℂ) ^ 2) := by
    exact_mod_cast hE
  clear_value E
  constructor
  · intro h
    have h0 : ((E + m : ℝ) : ℂ) = 0 := congrFun h 0
    have h1 := Complex.ofReal_eq_zero.mp h0
    linarith
  · ext i
    fin_cases i <;>
      simp [ψ, diracHamiltonian, Matrix.mulVec, dotProduct, Fin.sum_univ_four] <;>
      first
        | ring1
        | linear_combination (-1 : ℂ) * hEc - (y : ℂ) ^ 2 * Complex.I_sq

end

end FoldyWouthuysenSixthOrder
```

```lean
#print axioms FoldyWouthuysenSixthOrder.fw_error_bound
#print axioms FoldyWouthuysenSixthOrder.fw_error_bound_strict
#print axioms FoldyWouthuysenSixthOrder.fw_error_sharp
#print axioms FoldyWouthuysenSixthOrder.dirac_eigenvalue_bound
```

```
'FoldyWouthuysenSixthOrder.fw_error_bound' depends on axioms: [propext, Classical.choice, Quot.sound]
'FoldyWouthuysenSixthOrder.fw_error_bound_strict' depends on axioms: [propext, Classical.choice, Quot.sound]
'FoldyWouthuysenSixthOrder.fw_error_sharp' depends on axioms: [propext, Classical.choice, Quot.sound]
'FoldyWouthuysenSixthOrder.dirac_eigenvalue_bound' depends on axioms: [propext, Classical.choice, Quot.sound]
```
